# On a connected hopping graph, a Koopmans-corrected Hamiltonian commutes with the uncorrected one only for a uniform shift

Let a Koopmans correction add a fixed real energy to each variational orbital. The corrected Hamiltonian commutes with the uncorrected one exactly when any two orbitals coupled by a nonzero matrix element receive the same shift. If these couplings connect all the orbitals, only a uniform shift is left, and it moves the bands rigidly without changing their dispersion.

## Orbital shifts and the hopping graph

Koopmans-compliant functionals correct an approximate density functional so that the energy of an orbital does not depend on its own occupation. The correction is defined on the variational orbitals, which minimise the functional and are usually localised. The canonical orbitals, which diagonalise the Hamiltonian, are in general different. When does such a correction change only the energies and leave the eigenstates alone? For Hermitian matrices, a common eigenbasis exists exactly when the corrected and uncorrected Hamiltonians commute.

Take a finite orthonormal set of variational orbitals, labelled i, j. Let h_ij be the matrix elements of the uncorrected Hamiltonian and s_i the real shift of orbital i, which stands for the energy that the Koopmans condition adds to that orbital. The corrected Hamiltonian is

K = h + diag(s).

In Lean, `n` is the type of orbital labels, not their number, and `koopmans h s` is the matrix K, not the functional. The matrix `h` may be any complex matrix; the Hermitian case is the physical one. The shifts are given numbers. What remains to be justified for a real material is that the correction is diagonal in the variational orbitals, since an orbital-dependent potential can also have off-diagonal elements.

```lean
import Mathlib

open Matrix

namespace KoopmansShift

/-- The Koopmans-corrected Hamiltonian: the matrix `h` between variational orbitals plus a
real shift `s i` of each orbital energy. -/
noncomputable def koopmans {n : Type*} [DecidableEq n] (h : Matrix n n ℂ) (s : n → ℝ) :
    Matrix n n ℂ :=
  h + Matrix.diagonal (fun i => (s i : ℂ))
```

The hopping graph has the orbitals as its vertices. Two distinct orbitals are joined if h_ij or h_ji is nonzero. For Hermitian h these two conditions are the same; `SimpleGraph.fromRel` takes care of the general case and discards the diagonal elements, which are on-site energies and not hoppings.

```lean
/-- The hopping graph: two distinct orbitals are joined when `h` has a nonzero matrix element
between them, in either direction. -/
def hoppingGraph {n : Type*} (h : Matrix n n ℂ) : SimpleGraph n :=
  SimpleGraph.fromRel (fun i j => h i j ≠ 0)
```

## (a) Equal shifts along a path

Suppose that s takes equal values on any two neighbouring vertices of a graph. Show that, for any vertices i and j joined by a path,

s_i = s_j.

Write the path as i = a₀, a₁, …, a_m = j. Each step joins neighbours, so

s_(a₀) = s_(a₁) = … = s_(a_m).

For m = 0 the two ends coincide and there is nothing to show.

In Lean, `G.Reachable i j` says that a walk from i to j exists. The induction on this walk has the case `nil`, with no steps, and the case `cons`, where the equality for the first step is chained to the equality for the rest.

```lean
/-- Shifts that agree on neighbouring orbitals agree on any two orbitals joined by a path. -/
theorem shift_eq_of_reachable {α : Type*} {G : SimpleGraph α} {s : α → ℝ}
    (hs : ∀ i j, G.Adj i j → s i = s j) {i j : α} (hij : G.Reachable i j) : s i = s j := by
  obtain ⟨w⟩ := hij
  induction w with
  | nil => rfl
  | cons hadj _ ih => exact (hs _ _ hadj).trans ih
```

## (b) Matrix elements of the commutator

Show that

(K h − h K)_ij = (s_i − s_j) h_ij.

Write S = diag(s). The products h h cancel, so K h − h K = S h − h S. A diagonal matrix on the left multiplies rows, and one on the right multiplies columns:

(S h)_ij = s_i h_ij

(h S)_ij = h_ij s_j.

Subtracting the second line from the first gives the result.

The lemmas `Matrix.diagonal_mul` and `Matrix.mul_diagonal` are the row and column rules, and `ring` performs the cancellation and the subtraction.

```lean
variable {n : Type*} [Fintype n] [DecidableEq n]

/-- The commutator of the corrected with the uncorrected Hamiltonian has the matrix elements
`(s i - s j) * h i j`. -/
theorem commutator_apply (h : Matrix n n ℂ) (s : n → ℝ) (i j : n) :
    (koopmans h s * h - h * koopmans h s) i j = ((s i : ℂ) - s j) * h i j := by
  simp only [koopmans, add_mul, mul_add, Matrix.sub_apply, Matrix.add_apply,
    Matrix.diagonal_mul, Matrix.mul_diagonal]
  ring
```

## (c) The criterion for commuting

Show that

K h = h K ⇔ (s_i = s_j for all i, j with h_ij ≠ 0).

If K and h commute, the left side of (b) vanishes, so (s_i − s_j) h_ij = 0 for every pair. Where h_ij ≠ 0, the other factor must be zero. Conversely, let the shifts agree wherever h_ij ≠ 0. Then each element of the commutator vanishes, either because h_ij = 0 or because s_i − s_j = 0.

`Commute (koopmans h s) h` is the equation K h = h K. The first half of the proof cancels the nonzero factor with `mul_eq_zero` and returns from complex to real numbers with `exact_mod_cast`. The second half splits on whether `h i j` is zero.

```lean
/-- The corrected Hamiltonian commutes with the uncorrected one if and only if any two orbitals
with a nonzero matrix element between them have equal shifts. -/
theorem commute_iff (h : Matrix n n ℂ) (s : n → ℝ) :
    Commute (koopmans h s) h ↔ ∀ i j, h i j ≠ 0 → s i = s j := by
  constructor
  · intro hc i j hij
    have e := commutator_apply h s i j
    rw [hc.eq, sub_self, Matrix.zero_apply] at e
    have e' := (mul_eq_zero.mp e.symm).resolve_right hij
    exact_mod_cast sub_eq_zero.mp e'
  · intro hs
    show koopmans h s * h = h * koopmans h s
    refine sub_eq_zero.mp ?_
    ext i j
    rw [commutator_apply, Matrix.zero_apply]
    by_cases hij : h i j = 0
    · rw [hij, mul_zero]
    · rw [hs i j hij, sub_self, zero_mul]
```

## (d) Neighbours in the hopping graph

Let K commute with h. Show that, for neighbours i and j in the hopping graph,

s_i = s_j.

Being neighbours means that h_ij ≠ 0 or h_ji ≠ 0. In the first case (c) gives s_i = s_j directly. In the second it gives s_j = s_i, which is the same equality read backwards. The two branches of `rcases` are these two cases.

```lean
/-- If the corrected and uncorrected Hamiltonians commute, neighbours in the hopping graph have
equal shifts. -/
theorem shift_eq_of_adj {h : Matrix n n ℂ} {s : n → ℝ} (hc : Commute (koopmans h s) h)
    {i j : n} (hij : (hoppingGraph h).Adj i j) : s i = s j := by
  rcases (SimpleGraph.fromRel_adj _ _ _).mp hij with ⟨_, h1 | h1⟩
  · exact (commute_iff h s).mp hc i j h1
  · exact ((commute_iff h s).mp hc j i h1).symm
```

## (e) Uniform shifts on a connected graph

Let the hopping graph be connected. Show that

K h = h K ⇔ (there is a real c with s_i = c for all i).

Suppose K and h commute, and choose an orbital i₀. By (d) the shifts agree on neighbours, and by (a) they agree along paths. Every orbital is joined to i₀ by a path, so s_i = s_(i₀) for all i, and c = s_(i₀). Conversely, a uniform shift satisfies the criterion in (c) for every pair.

Mathlib's `Connected` includes the requirement that there is at least one vertex, which supplies i₀. With a single orbital the graph is connected and every shift is uniform.

```lean
/-- On a connected hopping graph, the corrected Hamiltonian commutes with the uncorrected one
if and only if the shift is uniform. -/
theorem commute_iff_uniform (h : Matrix n n ℂ) (s : n → ℝ)
    (hG : (hoppingGraph h).Connected) :
    Commute (koopmans h s) h ↔ ∃ c : ℝ, ∀ i, s i = c := by
  constructor
  · intro hc
    obtain ⟨i₀⟩ := hG.nonempty
    exact ⟨s i₀, fun i => shift_eq_of_reachable (fun _ _ hab => shift_eq_of_adj hc hab)
      (hG.preconnected i i₀)⟩
  · rintro ⟨c, hs⟩
    exact (commute_iff h s).mpr (fun i j _ => (hs i).trans (hs j).symm)
```

## (f) Connectivity is the exact condition

Show that any two orbitals are joined by a path in the hopping graph if and only if every shift s for which K commutes with h satisfies

s_i = s_j for all i, j.

The forward direction is (d) followed by (a). For the converse, suppose that no path joins i to j. Shift by one energy unit every orbital that can be reached from i, and leave the others alone:

s_x = 1 if x is reachable from i, and s_x = 0 otherwise.

If h_ab ≠ 0, then a and b are equal or neighbours, so both are reachable from i or neither is. Hence s_a = s_b, and K commutes with h by (c). But s_i = 1 and s_j = 0, so this shift is not uniform, contrary to the assumption.

The Lean proof builds the same shift with an `if`. The fact `hr` says that a nonzero element keeps a and b within one component, and `hiff` turns this into equal shifts. `Preconnected` is connectivity without the requirement of at least one vertex.

```lean
/-- Any two orbitals are joined by a path of hoppings if and only if every shift whose corrected
Hamiltonian commutes with the uncorrected one is uniform. -/
theorem preconnected_iff_only_uniform (h : Matrix n n ℂ) :
    (hoppingGraph h).Preconnected ↔
      ∀ s : n → ℝ, Commute (koopmans h s) h → ∀ i j, s i = s j := by
  classical
  constructor
  · intro hG s hc i j
    exact shift_eq_of_reachable (fun _ _ hab => shift_eq_of_adj hc hab) (hG i j)
  · intro H i j
    by_contra hij
    -- shift only the orbitals that can be reached from `i`
    have hc : Commute
        (koopmans h (fun x => if (hoppingGraph h).Reachable i x then 1 else 0)) h := by
      rw [commute_iff]
      intro a b hab
      have hr : (hoppingGraph h).Reachable a b := by
        by_cases e : a = b
        · subst e
          exact ⟨SimpleGraph.Walk.nil⟩
        · exact SimpleGraph.Adj.reachable
            ((SimpleGraph.fromRel_adj _ _ _).mpr ⟨e, Or.inl hab⟩)
      have hiff : (hoppingGraph h).Reachable i a ↔ (hoppingGraph h).Reachable i b :=
        ⟨fun r => r.trans hr, fun r => r.trans hr.symm⟩
      by_cases r : (hoppingGraph h).Reachable i b
      · simp [r, hiff]
      · simp [r, hiff]
    have e := H _ hc i j
    simp [hij] at e
```

The same argument suggests a more general criterion, stated here without a Lean proof: on any hopping graph, K commutes with h exactly when s is constant on each connected component. For example, if h has no elements between the occupied and the empty variational orbitals, one shift for all occupied orbitals and another for all empty ones commutes with h. This is a scissors correction, which moves the two groups of levels rigidly relative to each other.

## (g) Action on a state

For a state with amplitudes v_i, show that

(K v)_i = (h v)_i + s_i v_i.

Since K = h + diag(s), we have K v = h v + diag(s) v, and the diagonal matrix multiplies each amplitude by its own shift. In Lean, `*ᵥ` is the product of a matrix with a vector.

```lean
/-- The corrected Hamiltonian acts on a state as `h` does, plus the shift of each orbital times
its amplitude. -/
theorem koopmans_mulVec (h : Matrix n n ℂ) (s : n → ℝ) (v : n → ℂ) (i : n) :
    (koopmans h s *ᵥ v) i = (h *ᵥ v) i + s i * v i := by
  simp [koopmans, Matrix.add_mulVec, Matrix.mulVec_diagonal]
```

## (h) Rigid bands

Let H(k) be a family of Hamiltonians between Bloch sums of the variational orbitals, and let K(k) = H(k) + diag(s). The shifts do not depend on k because equivalent orbitals in all cells are shifted equally. The diagonal elements of H(k) can contain hoppings between equivalent orbitals in different cells, besides the on-site energies. The hopping graph leaves them out, which does no harm, since these orbitals have the same shift. Suppose that K(k) commutes with H(k) at every k, and that the hoppings at all k, taken together, connect the orbitals. Show that s is a single constant c, and that for all k, ε and v

K(k) v = (ε + c) v ⇔ H(k) v = ε v.

Each edge of the combined graph is a hopping at some k. Applying (d) at that k gives equal shifts at its two ends, so (a) makes s uniform, with value c. By (g),

K(k) v = H(k) v + c v,

and subtracting c v from both sides of the corrected equation gives the uncorrected one. Adding it back gives the converse.

It is easy to ask for too much here and require a connected graph at each k. In a chain with two orbitals per cell and hopping t(1 + e^(−ik)), the coupling vanishes at k = π. At that point every shift commutes with H(k), so a check of the commutator there says nothing about uniformity. The hypothesis therefore concerns the union `⨆ k, hoppingGraph (H k)`.

The type `κ` holds the labels k and needs no Brillouin-zone structure. The energy `ε` may be complex, and v may be zero, in which case both equations hold trivially; for nonzero v they are eigenvalue equations. In this one-particle model with fixed shifts and connected hoppings, a correction that changes a bandwidth or an effective mass must therefore fail to commute with H(k) at some k.

The proof obtains the relevant k from `SimpleGraph.iSup_adj`. The two uses of `linear_combination` subtract and add the term c v_i.

```lean
/-- Let the hoppings of a family `H k`, taken over all `k` together, connect all orbitals, and let
the correction by `k`-independent shifts commute with `H k` at every `k`. Then the shift is a single
constant `c`, and the corrected eigenvalue equation at energy `ε + c` has the same solutions as the
uncorrected one at `ε`, for every `k`. -/
theorem bands_shift_rigidly {κ : Type*} (H : κ → Matrix n n ℂ) (s : n → ℝ)
    (hG : (⨆ k, hoppingGraph (H k)).Connected)
    (hc : ∀ k, Commute (koopmans (H k) s) (H k)) :
    ∃ c : ℝ, (∀ i, s i = c) ∧ ∀ (k : κ) (ε : ℂ) (v : n → ℂ),
      koopmans (H k) s *ᵥ v = (ε + c) • v ↔ H k *ᵥ v = ε • v := by
  obtain ⟨i₀⟩ := hG.nonempty
  -- each edge of the union graph is a hopping at some `k`
  have hs : ∀ i, s i = s i₀ := fun i =>
    shift_eq_of_reachable (fun a b hab => by
      obtain ⟨k, hk⟩ := SimpleGraph.iSup_adj.mp hab
      exact shift_eq_of_adj (hc k) hk) (hG.preconnected i i₀)
  refine ⟨s i₀, hs, fun k ε v => ?_⟩
  constructor
  · intro e
    ext i
    have e' := congrFun e i
    rw [koopmans_mulVec, hs i] at e'
    simp only [Pi.smul_apply, smul_eq_mul] at e' ⊢
    linear_combination e'
  · intro e
    ext i
    have e' := congrFun e i
    rw [koopmans_mulVec, hs i]
    simp only [Pi.smul_apply, smul_eq_mul] at e' ⊢
    linear_combination e'
```

## (i) Opposite shifts on two orbitals

Two orbitals have zero on-site energy, hopping t and shifts d and −d. Show that

K² = (|t|² + d²) · 1.

With t̄ the complex conjugate of t, the rows of K are (d, t) and (t̄, −d). The diagonal elements of K² are

d² + t t̄ = |t|² + d²

t̄ t + (−d)² = |t|² + d²,

and the off-diagonal elements are

d t − t d = 0

t̄ d − d t̄ = 0.

Since K has zero trace, its energies are ±√(|t|² + d²), compared with ±|t| before the correction. If t depends on k so that |t| varies, and d ≠ 0, the change in energy varies with k as well, and the dispersion is altered.

The Lean theorem is the equation for K², with `Complex.normSq t` for |t|² and `star t` for t̄. The step `hK` writes out K, and `fin_cases` then checks the four elements.

```lean
/-- For two orbitals with zero on-site energy before the correction, hopping `t` and opposite shifts
`d` and `-d`, the square of the corrected Hamiltonian is `|t|² + d²` times the identity. -/
theorem staggered_shift_sq (t : ℂ) (d : ℝ) :
    koopmans !![0, t; star t, 0] ![d, -d] * koopmans !![0, t; star t, 0] ![d, -d]
      = ((Complex.normSq t : ℂ) + (d : ℂ) ^ 2) • (1 : Matrix (Fin 2) (Fin 2) ℂ) := by
  have hK : koopmans !![0, t; star t, 0] ![d, -d] = !![(d : ℂ), t; star t, -(d : ℂ)] := by
    ext i j
    fin_cases i <;> fin_cases j <;> simp [koopmans]
  rw [hK, ← Complex.mul_conj]
  ext i j
  fin_cases i <;> fin_cases j <;> simp [Matrix.mul_apply, Fin.sum_univ_two] <;> ring

end KoopmansShift
```

```lean
#print axioms KoopmansShift.commute_iff_uniform
-- 'KoopmansShift.commute_iff_uniform' depends on axioms: [propext, Classical.choice, Quot.sound]
#print axioms KoopmansShift.preconnected_iff_only_uniform
-- 'KoopmansShift.preconnected_iff_only_uniform' depends on axioms: [propext, Classical.choice, Quot.sound]
#print axioms KoopmansShift.bands_shift_rigidly
-- 'KoopmansShift.bands_shift_rigidly' depends on axioms: [propext, Classical.choice, Quot.sound]
#print axioms KoopmansShift.staggered_shift_sq
-- 'KoopmansShift.staggered_shift_sq' depends on axioms: [propext, Classical.choice, Quot.sound]
```
